# Reversing a quadrupole coupling multiplies the spin signal by (−1)^(k+l) for detection order k and preparation order l

For nuclei that are aligned but not polarised and evolve under a static quadrupole interaction, an even-rank observable gives the same signal for either sign of the coupling, while an odd-rank observable gives a signal that changes sign with it. I know this as a time-reversal argument about Tr(A exp(iHt) B exp(−iHt)), with B the preparation and A the detection. Can it be stated precisely for finite matrices and checked by machine, with an example in which the odd-rank signal isn't simply zero?

## The factor is the product of two parities

Yes. Let J be an invertible complex matrix and define τ(X) = J Xᵀ J⁻¹. If τ(H) = H, τ(B) = rB and τ(A) = sA, then replacing H by −H multiplies the signal by rs. An aligned preparation has r = 1, which leaves the factor s: +1 for even detection and −1 for odd detection. If the preparation is itself odd, the roles are exchanged, and it is even detection that senses the sign.

For a single spin with a static, purely quadrupolar interaction, this means that an angular correlation with even-rank preparation and detection can test the magnitude of a computed electric-field gradient, but not its overall sign.

### Transposition turns the signal of −H into that of H

The map τ is linear and has three further properties. It reverses products:

    τ(XY) = J Yᵀ Xᵀ J⁻¹ = (J Yᵀ J⁻¹)(J Xᵀ J⁻¹) = τ(Y) τ(X).

It preserves the trace:

    Tr τ(X) = Tr(J⁻¹ J Xᵀ) = Tr Xᵀ = Tr X.

It also satisfies τ(Xᵐ) = τ(X)ᵐ for every power m, so applying it term by term to the exponential series gives τ(exp X) = exp τ(X).

Write U = exp(iHt) and V = exp(−iHt). Since τ(H) = H, both are invariant: τ(U) = U and τ(V) = V. Changing H to −H exchanges U and V, so the new signal is

    Tr(A V B U) = Tr τ(A V B U)
                = Tr(τ(U) τ(B) τ(V) τ(A))
                = rs Tr(U B V A)
                = rs Tr(A U B V).

The last step is cyclicity of the trace, and the last trace is the original signal.

For the quadrupole interaction, take spin matrices S_a with τ(S_a) = −S_a and a real symmetric coupling tensor Q. Then

    τ(Σ_ab Q_ab S_a S_b) = Σ_ab Q_ab (−S_b)(−S_a)
                         = Σ_ab Q_ba S_a S_b
                         = Σ_ab Q_ab S_a S_b,

where the second line relabels the sum and the third uses the symmetry of Q. A spin component N = Σ_a n_a S_a obeys τ(N) = −N, hence τ(Nᵏ) = (−1)ᵏ Nᵏ. Detection by a k-th power and preparation by an l-th power therefore give the factor (−1)^(k+l).

### A spin 1 whose odd signal is nonzero

In the Cartesian basis the spin-1 matrices are antisymmetric, so J = 1 works. Take H = q(S_y² − S_x²) = diag(q, −q, 0) and B = S_x S_y + S_y S_x. The only nonzero entries of B are −1 in the xy and yx positions. After evolution these become

    xy: −exp(2iqt),    yx: −exp(−2iqt).

The xy and yx entries of S_z are −i and i, so detecting S_z gives

    (−i)(−exp(−2iqt)) + i(−exp(2iqt)) = 2 sin(2qt).

Detecting B itself gives

    exp(−2iqt) + exp(2iqt) = 2 cos(2qt).

The first is odd in q and the second even. The coupling tensor here has principal values −q, q and 0 (asymmetry parameter 1), so reversing q is the same as rotating the tensor by 90° about z while preparation and detection stay fixed. B is traceless and so is not a density matrix. For the normalised state ρ = (1 + εB)/3 with ε real and |ε| ≤ 1, the identity part contributes nothing to either signal, and the traces become (2ε/3) sin(2qt) and (2ε/3) cos(2qt). If ρ evolves by the Schrödinger equation with Hamiltonian H, the exponentials are exchanged, and the expectation values are −(2ε/3) sin(2qt) for S_z and (2ε/3) cos(2qt) for B.

### What the Lean statements say

`timeRev J X` is τ(X), and the hypothesis `IsUnit J.det` says that J is invertible. The map is linear, whereas physical time reversal is antiunitary. For Hermitian X and unitary J the two act alike, because Xᵀ is then the complex conjugate of X.

`signal A B H t` is the trace above, with ħ = 1 and real t. If B is read as an initial density matrix, the usual Schrödinger evolution has the opposite signs in the exponentials. Adopting that convention would turn 2 sin(2qt) into −2 sin(2qt) and leave the parity rule unchanged.

`signal_neg` is the general theorem. Its matrices act on any finite index type, its factors `r` and `s` may be any complex numbers, and A, B and H need not be Hermitian.

`signal_quadrupole_neg` is the quadrupole case. `quadrupole Q S` is Σ_ab Q_ab S_a S_b, where `Q` stands for the product of the nuclear quadrupole moment and the field-gradient tensor, up to a spin-dependent constant. `Q.IsSymm` reflects the symmetry of second derivatives of the electrostatic potential; zero trace is not required. Replacing `Q` by `-Q` reverses the whole tensor and keeps its asymmetry parameter.

The hypothesis `hS` says that τ reverses every spin component, as time reversal does to an angular momentum. It is assumed for general `S` and verified for spin 1; the commutation relations are not needed in the general theorem.

`component n S ^ k` is a power of a spin component along a complex direction. Its order k fixes its parity but is not always its tensor rank: for spin 1 or higher, S_z² contains rank 0 as well as rank 2.

`spinOne_witness` states that the spin-1 matrices satisfy `hS` with J = 1 and obey the angular momentum commutation relations. `spinOne_signals` states the two signals computed above, with indices 0, 1, 2 standing for x, y, z.

The model has one finite-dimensional spin and a time-independent Hamiltonian. Relaxation, magnetic fields and the emission physics that determines A and B are absent.

```lean
import Mathlib

open Matrix NormedSpace

namespace QuadrupoleSignDetection

noncomputable section

variable {ι : Type*} [Fintype ι] [DecidableEq ι]

/-- The transposition map `X ↦ J Xᵀ J⁻¹` on operators. -/
def timeRev (J X : Matrix ι ι ℂ) : Matrix ι ι ℂ := J * Xᵀ * J⁻¹

/-- The signal `Tr(A exp(iHt) B exp(-iHt))` for preparation `B`, Hamiltonian `H` and
detection `A`. -/
def signal (A B H : Matrix ι ι ℂ) (t : ℝ) : ℂ :=
  trace (A * NormedSpace.exp ((Complex.I * t) • H) * B *
    NormedSpace.exp (-((Complex.I * t) • H)))

/-- The quadrupole Hamiltonian `∑ Q_ab S_a S_b` with coupling tensor `Q`. -/
def quadrupole (Q : Matrix (Fin 3) (Fin 3) ℝ) (S : Fin 3 → Matrix ι ι ℂ) : Matrix ι ι ℂ :=
  ∑ a, ∑ b, (Q a b : ℂ) • (S a * S b)

/-- The spin component `n · S` along a complex direction `n`. -/
def component (n : Fin 3 → ℂ) (S : Fin 3 → Matrix ι ι ℂ) : Matrix ι ι ℂ :=
  ∑ a, n a • S a

/-- The map `timeRev` reverses the order of a product. -/
theorem timeRev_mul {J : Matrix ι ι ℂ} (hJ : IsUnit J.det) (X Y : Matrix ι ι ℂ) :
    timeRev J (X * Y) = timeRev J Y * timeRev J X := by
  have h := Matrix.nonsing_inv_mul J hJ
  unfold timeRev
  rw [Matrix.transpose_mul]
  calc J * (Yᵀ * Xᵀ) * J⁻¹ = J * Yᵀ * 1 * Xᵀ * J⁻¹ := by
        simp only [Matrix.mul_assoc, Matrix.one_mul]
    _ = J * Yᵀ * (J⁻¹ * J) * Xᵀ * J⁻¹ := by rw [h]
    _ = J * Yᵀ * J⁻¹ * (J * Xᵀ * J⁻¹) := by simp only [Matrix.mul_assoc]

/-- The map `timeRev` preserves the trace. -/
theorem trace_timeRev {J : Matrix ι ι ℂ} (hJ : IsUnit J.det) (X : Matrix ι ι ℂ) :
    trace (timeRev J X) = trace X := by
  unfold timeRev
  rw [Matrix.trace_mul_comm, ← Matrix.mul_assoc, Matrix.nonsing_inv_mul J hJ,
    Matrix.one_mul, Matrix.trace_transpose]

/-- The map `timeRev` commutes with the matrix exponential. -/
theorem timeRev_exp {J : Matrix ι ι ℂ} (hJ : IsUnit J.det) (X : Matrix ι ι ℂ) :
    timeRev J (NormedSpace.exp X) = NormedSpace.exp (timeRev J X) := by
  unfold timeRev
  rw [Matrix.exp_conj _ _ ((Matrix.isUnit_iff_isUnit_det J).2 hJ), Matrix.exp_transpose]

/-- If `H` is invariant under `timeRev`, while preparation `B` and detection `A` are multiplied
by `r` and `s`, then reversing the sign of `H` multiplies the signal by `r * s`. -/
theorem signal_neg {J A B H : Matrix ι ι ℂ} {r s : ℂ} (hJ : IsUnit J.det)
    (hH : timeRev J H = H) (hB : timeRev J B = r • B) (hA : timeRev J A = s • A) (t : ℝ) :
    signal A B (-H) t = r * s * signal A B H t := by
  have hs : ∀ (c : ℂ) (X : Matrix ι ι ℂ), timeRev J (c • X) = c • timeRev J X := by
    intro c X
    simp [timeRev]
  -- both propagators are invariant
  have hU : timeRev J (NormedSpace.exp ((Complex.I * t) • H))
      = NormedSpace.exp ((Complex.I * t) • H) := by
    rw [timeRev_exp hJ, hs, hH]
  have hV : timeRev J (NormedSpace.exp (-((Complex.I * t) • H)))
      = NormedSpace.exp (-((Complex.I * t) • H)) := by
    rw [← neg_smul, timeRev_exp hJ, hs, hH]
  unfold signal
  rw [smul_neg, neg_neg]
  generalize NormedSpace.exp ((Complex.I * t) • H) = U at hU ⊢
  generalize NormedSpace.exp (-((Complex.I * t) • H)) = V at hV ⊢
  -- reverse the product inside the trace, then use cyclicity
  calc trace (A * V * B * U) = trace (timeRev J (A * V * B * U)) := (trace_timeRev hJ _).symm
    _ = trace (U * ((r • B) * (V * (s • A)))) := by
        rw [timeRev_mul hJ, timeRev_mul hJ, timeRev_mul hJ, hU, hV, hA, hB]
    _ = r * s * trace (U * (B * (V * A))) := by
        simp only [Matrix.smul_mul, Matrix.mul_smul, Matrix.trace_smul, smul_eq_mul]
        ring
    _ = r * s * trace (A * U * B * V) := by
        rw [show U * (B * (V * A)) = (U * B * V) * A by simp only [Matrix.mul_assoc],
          Matrix.trace_mul_comm]
        simp only [Matrix.mul_assoc]

/-- If `timeRev` reverses every spin component, it leaves the quadrupole Hamiltonian of a
symmetric coupling tensor unchanged. -/
theorem timeRev_quadrupole {J : Matrix ι ι ℂ} {S : Fin 3 → Matrix ι ι ℂ}
    {Q : Matrix (Fin 3) (Fin 3) ℝ} (hJ : IsUnit J.det) (hS : ∀ a, timeRev J (S a) = -S a)
    (hQ : Q.IsSymm) : timeRev J (quadrupole Q S) = quadrupole Q S := by
  have e : timeRev J (∑ a, ∑ b, (Q a b : ℂ) • (S a * S b))
      = ∑ a, ∑ b, (Q a b : ℂ) • timeRev J (S a * S b) := by
    simp [timeRev, Matrix.transpose_sum, Finset.mul_sum, Finset.sum_mul]
  unfold quadrupole
  rw [e]
  simp only [timeRev_mul hJ, hS, neg_mul_neg]
  -- the two factors are interchanged, which the symmetry of `Q` undoes
  rw [Finset.sum_comm]
  refine Finset.sum_congr rfl fun a _ => Finset.sum_congr rfl fun b _ => ?_
  rw [hQ.apply a b]

/-- If `timeRev` reverses every spin component, it multiplies the `k`-th power of `n · S`
by `(-1)^k`. -/
theorem timeRev_component_pow {J : Matrix ι ι ℂ} {S : Fin 3 → Matrix ι ι ℂ}
    (hJ : IsUnit J.det) (hS : ∀ a, timeRev J (S a) = -S a) (n : Fin 3 → ℂ) (k : ℕ) :
    timeRev J (component n S ^ k) = (-1 : ℂ) ^ k • component n S ^ k := by
  have h1 : timeRev J (component n S) = -component n S := by
    have e : timeRev J (∑ a, n a • S a) = ∑ a, n a • timeRev J (S a) := by
      simp [timeRev, Matrix.transpose_sum, Finset.mul_sum, Finset.sum_mul]
    unfold component
    rw [e]
    simp only [hS, smul_neg, Finset.sum_neg_distrib]
  generalize component n S = N at h1 ⊢
  induction k with
  | zero => simp [timeRev, Matrix.mul_nonsing_inv J hJ]
  | succ k ih =>
    have hc : N * N ^ k = N ^ k * N := (pow_mul_comm' N k).symm
    rw [pow_succ N k, timeRev_mul hJ, ih, h1, mul_smul_comm, neg_mul, hc,
      pow_succ (-1 : ℂ) k, mul_neg_one, smul_neg, neg_smul]

/-- Let `timeRev` reverse every spin component and let `Q` be symmetric. If the detection is the
`k`-th power of a spin component and the preparation the `l`-th power of a spin component, then
replacing `Q` by `-Q` multiplies the signal by `(-1)^(k+l)`. -/
theorem signal_quadrupole_neg {J : Matrix ι ι ℂ} {S : Fin 3 → Matrix ι ι ℂ}
    {Q : Matrix (Fin 3) (Fin 3) ℝ} (hJ : IsUnit J.det) (hS : ∀ a, timeRev J (S a) = -S a)
    (hQ : Q.IsSymm) (n m : Fin 3 → ℂ) (k l : ℕ) (t : ℝ) :
    signal (component n S ^ k) (component m S ^ l) (quadrupole (-Q) S) t
      = (-1) ^ (k + l) * signal (component n S ^ k) (component m S ^ l) (quadrupole Q S) t := by
  have hneg : quadrupole (-Q) S = -quadrupole Q S := by
    simp [quadrupole, Finset.sum_neg_distrib]
  rw [hneg, signal_neg hJ (timeRev_quadrupole hJ hS hQ) (timeRev_component_pow hJ hS m l)
    (timeRev_component_pow hJ hS n k), pow_add]
  ring

/-- The spin-1 matrices `S_x`, `S_y`, `S_z` in the Cartesian basis. -/
def spinOne : Fin 3 → Matrix (Fin 3) (Fin 3) ℂ :=
  ![!![0, 0, 0; 0, 0, -Complex.I; 0, Complex.I, 0],
    !![0, 0, Complex.I; 0, 0, 0; -Complex.I, 0, 0],
    !![0, -Complex.I, 0; Complex.I, 0, 0; 0, 0, 0]]

/-- The spin-1 alignment operator `S_x S_y + S_y S_x`. -/
def alignment : Matrix (Fin 3) (Fin 3) ℂ := spinOne 0 * spinOne 1 + spinOne 1 * spinOne 0

/-- The spin-1 matrices obey the angular momentum commutation relations, and `timeRev` with
`J = 1` reverses each of them. -/
theorem spinOne_witness :
    (∀ a, timeRev 1 (spinOne a) = -spinOne a) ∧
    spinOne 0 * spinOne 1 - spinOne 1 * spinOne 0 = Complex.I • spinOne 2 ∧
    spinOne 1 * spinOne 2 - spinOne 2 * spinOne 1 = Complex.I • spinOne 0 ∧
    spinOne 2 * spinOne 0 - spinOne 0 * spinOne 2 = Complex.I • spinOne 1 := by
  refine ⟨?_, ?_, ?_, ?_⟩
  · intro a
    fin_cases a <;> ext i j <;> fin_cases i <;> fin_cases j <;> simp [timeRev, spinOne]
  all_goals
    ext i j
    fin_cases i <;> fin_cases j <;> simp [spinOne]

/-- For spin 1 with preparation operator `alignment` and Hamiltonian `q (S_y² - S_x²)`, the trace
`signal` equals `2 sin(2qt)` for detection `S_z` and `2 cos(2qt)` for detection `alignment`. -/
theorem spinOne_signals (q t : ℝ) :
    signal (spinOne 2) alignment (quadrupole !![-q, 0, 0; 0, q, 0; 0, 0, 0] spinOne) t
      = 2 * Complex.sin (2 * q * t) ∧
    signal alignment alignment (quadrupole !![-q, 0, 0; 0, q, 0; 0, 0, 0] spinOne) t
      = 2 * Complex.cos (2 * q * t) := by
  have hH : quadrupole !![-q, 0, 0; 0, q, 0; 0, 0, 0] spinOne
      = diagonal ![(q : ℂ), -q, 0] := by
    ext i j
    fin_cases i <;> fin_cases j <;>
      simp [quadrupole, spinOne, Fin.sum_univ_three]
  have hB : alignment = !![0, -1, 0; -1, 0, 0; 0, 0, 0] := by
    ext i j
    fin_cases i <;> fin_cases j <;>
      simp [alignment, spinOne]
  have hx : ∀ (v : Fin 3 → ℂ) (i : Fin 3), NormedSpace.exp v i = NormedSpace.exp (v i) := by
    intro v i
    exact NormedSpace.map_exp (Pi.evalRingHom (fun _ : Fin 3 => ℂ) i) (continuous_apply i) v
  have hd : ∀ a b c : ℂ, diagonal ![a, b, c] = !![a, 0, 0; 0, b, 0; 0, 0, c] := by
    intro a b c
    ext i j
    fin_cases i <;> fin_cases j <;> simp
  -- the propagator is diagonal in the Cartesian basis
  have hE : ∀ c : ℂ, NormedSpace.exp (c • diagonal ![(q : ℂ), -q, 0])
      = diagonal ![Complex.exp (c * q), Complex.exp (-(c * q)), 1] := by
    intro c
    rw [← Matrix.diagonal_smul, Matrix.exp_diagonal]
    congr 1
    ext i
    rw [hx, ← Complex.exp_eq_exp_ℂ]
    fin_cases i <;> simp
  have h1 : Complex.exp (2 * q * t * Complex.I)
      = Complex.exp (Complex.I * t * q) * Complex.exp (Complex.I * t * q) := by
    rw [← Complex.exp_add]
    congr 1
    ring
  have h2 : Complex.exp (-(2 * q * t) * Complex.I)
      = Complex.exp (-(Complex.I * t * q)) * Complex.exp (-(Complex.I * t * q)) := by
    rw [← Complex.exp_add]
    congr 1
    ring
  unfold signal
  rw [hH, hB, ← neg_smul, hE, hE, Complex.two_sin, Complex.two_cos, h1, h2]
  simp only [neg_mul, neg_neg, hd]
  generalize Complex.exp (Complex.I * t * q) = e
  generalize Complex.exp (-(Complex.I * t * q)) = f
  constructor <;>
    simp [Matrix.trace_fin_three, spinOne] <;> ring

end

end QuadrupoleSignDetection
```

```lean
#print axioms QuadrupoleSignDetection.signal_quadrupole_neg
#print axioms QuadrupoleSignDetection.spinOne_signals
```

```
'QuadrupoleSignDetection.signal_quadrupole_neg' depends on axioms: [propext, Classical.choice, Quot.sound]
'QuadrupoleSignDetection.spinOne_signals' depends on axioms: [propext, Classical.choice, Quot.sound]
```

### How the proof follows the algebra

`timeRev_mul` proves the reversal of products by inserting J⁻¹J = 1 between the transposed factors. `trace_timeRev` moves J⁻¹ around the trace and cancels it. `timeRev_exp` uses Mathlib's results that the exponential commutes with conjugation and with transposition, which replace the argument by power series.

In `signal_neg`, the facts `hU` and `hV` record that the two propagators are invariant. The propagators are then replaced by plain matrices `U` and `V`, since nothing else about them is needed. The `calc` block is the four-line trace calculation: apply τ inside the trace, reverse the factors, extract `r * s`, and use cyclicity.

`timeRev_quadrupole` moves τ through the double sum, where the two minus signs cancel. `Finset.sum_comm` then does the relabelling, and `hQ.apply` uses the symmetry of the tensor. `timeRev_component_pow` first shows that τ reverses N and then proceeds by induction on k, using that N commutes with its own powers. `signal_quadrupole_neg` combines these results after checking that reversing `Q` reverses the Hamiltonian.

The spin-1 relations are checked entry by entry. For the signals, `hH` and `hB` compute the Hamiltonian and the alignment operator as explicit matrices, and `hE` gives the diagonal propagator. `h1` and `h2` write the exponentials of ±2iqt as squares, after which both traces reduce to polynomial identities that `ring` closes.

### The same argument for a magnetic field

A Zeeman Hamiltonian is linear in the spin, so τ(H) = −H and τ exchanges U and V. The trace calculation, done by hand here and not included in the file, then gives

    Tr(A U B V) = rs Tr(A U B V).

If rs = −1, the signal vanishes at all times: a Zeeman interaction alone does not turn alignment into polarisation.
